# For two electrons in fixed orthonormal orbitals, the mixed-spin determinant shows half the singlet–triplet splitting

Put one electron spin-up in orbital i and the other spin-down in orbital a, take the energy of that single determinant for the singlet energy, and subtract the triplet. The exchange splitting then comes out too small by a factor of two. This matters when singlet–triplet gaps of excitons are estimated by ΔSCF. The result below isolates the error for two electrons in a finite basis, with the same orbitals in every state and energies that are expectation values of one spin-free Hamiltonian; orbital relaxation and approximate density functionals are left out.

In Lean 4 with Mathlib:

```lean
import Mathlib

open Matrix

namespace ExchangeSplitting

noncomputable section

variable {n : Type*} [Fintype n] [DecidableEq n]
```

## Two particles and their swap

Orbitals are complex coefficient vectors over a finite orthonormal basis `n`, and a spatial pair state is a function on `n × n`. The Hartree product is

(u⊗v)(k, l) = u(k) v(l).

```lean
/-- The Hartree product: electron 1 in orbital `u`, electron 2 in orbital `v`. -/
def hartree (u v : n → ℂ) : n × n → ℂ := fun p => u p.1 * v p.2
```

The swap P acts by (Pψ)(k, l) = ψ(l, k). As a matrix it has a 1 wherever the column index is the row index with its two entries exchanged.

```lean
/-- The operator that swaps the two particles. -/
def swapOp : Matrix (n × n) (n × n) ℂ :=
  Matrix.of fun p q => if q = p.swap then 1 else 0
```

The orbitals satisfy ⟨i|i⟩ = ⟨a|a⟩ = 1 and ⟨i|a⟩ = 0.

```lean
/-- Two orbitals that are normalized and orthogonal to each other. -/
def OrthonormalPair (i a : n → ℂ) : Prop :=
  star i ⬝ᵥ i = 1 ∧ star a ⬝ᵥ a = 1 ∧ star i ⬝ᵥ a = 0
```

Energies are divided by the squared norm, so prefactors such as 1/√2 can be omitted from the states:

E(ψ) = ⟨ψ|H|ψ⟩ / ⟨ψ|ψ⟩.

```lean
/-- The energy expectation value of a nonzero spatial two-particle state,
divided by its squared norm. -/
def energy (H : Matrix (n × n) (n × n) ℂ) (ψ : n × n → ℂ) : ℂ :=
  (star ψ ⬝ᵥ (H *ᵥ ψ)) / (star ψ ⬝ᵥ ψ)
```

With spin included, a state Φ has one spatial component for each pair of spin labels. A spin-free H acts on each component separately, so numerator and denominator become sums over the labels.

```lean
/-- The energy expectation value of a nonzero two-electron state with spin, for a spin-free
Hamiltonian; `Φ s t` is the spatial component with spins `s` and `t` (0 is up, 1 is down). -/
def spinEnergy (H : Matrix (n × n) (n × n) ℂ) (Φ : Fin 2 → Fin 2 → (n × n → ℂ)) : ℂ :=
  (∑ s, ∑ t, star (Φ s t) ⬝ᵥ (H *ᵥ Φ s t)) / (∑ s, ∑ t, star (Φ s t) ⬝ᵥ Φ s t)
```

An unnormalised Slater determinant places u⊗v at spins (σ, τ) and subtracts v⊗u at spins (τ, σ).

```lean
/-- The Slater determinant, up to normalization, of orbital `u` with spin `σ` and
orbital `v` with spin `τ`. -/
def slater (u : n → ℂ) (σ : Fin 2) (v : n → ℂ) (τ : Fin 2) :
    Fin 2 → Fin 2 → (n × n → ℂ) := fun s t =>
  (if s = σ ∧ t = τ then hartree u v else 0) - (if s = τ ∧ t = σ then hartree v u else 0)
```

Writing ↑ for 0 and ↓ for 1, the open-shell singlet is the difference of the determinants (i↑, a↓) and (i↓, a↑). Its ↑↓ component is i⊗a + a⊗i, and its ↓↑ component is the negative of that. The normalised state is this one divided by 2; a single determinant of i and a is normalised by 1/√2.

```lean
/-- The open-shell singlet, up to normalization, as a difference of two determinants. -/
def singlet (i a : n → ℂ) : Fin 2 → Fin 2 → (n × n → ℂ) :=
  slater i 0 a 1 - slater i 1 a 0
```

Two matrix elements determine all the energies. The direct term is

D = ⟨i⊗a|H|i⊗a⟩.

```lean
/-- The direct term: the diagonal matrix element of `H` in the Hartree product. -/
def direct (H : Matrix (n × n) (n × n) ℂ) (i a : n → ℂ) : ℂ :=
  star (hartree i a) ⬝ᵥ (H *ᵥ hartree i a)
```

The exchange term is

K = ⟨i⊗a|H|a⊗i⟩.

For a Hamiltonian made of one-body terms and a Coulomb repulsion, the one-body terms drop out of K by orthogonality, leaving the usual exchange integral.

```lean
/-- The exchange term: the matrix element of `H` between the two Hartree products. -/
def exchange (H : Matrix (n × n) (n × n) ℂ) (i a : n → ℂ) : ℂ :=
  star (hartree i a) ⬝ᵥ (H *ᵥ hartree a i)
```

## What swap symmetry gives

Multiplying by the matrix P picks out the single nonzero entry in each row, which exchanges the coordinates.

```lean
/-- The swap operator exchanges the particle coordinates of a wavefunction. -/
theorem swapOp_mulVec (ψ : n × n → ℂ) : swapOp *ᵥ ψ = fun p => ψ p.swap := by
  funext p
  simp [swapOp, Matrix.mulVec, dotProduct]
```

Hence P(u⊗v) = v⊗u.

```lean
/-- The swap operator exchanges the orbitals of a Hartree product. -/
theorem swapOp_hartree (u v : n → ℂ) : swapOp *ᵥ hartree u v = hartree v u := by
  rw [swapOp_mulVec]
  funext p
  simp [hartree, mul_comm]
```

The hypothesis `Commute H swapOp` says HP = PH: the Hamiltonian treats the electrons as identical. Therefore

⟨Pφ|H|Pψ⟩ = ⟨Pφ|P Hψ⟩ = ⟨φ|H|ψ⟩,

where the last step relabels the particles in the sum. This is `key` in the proof. Applied to Hartree products, it shows that D and K are unchanged when i and a are exchanged.

```lean
/-- If `H` commutes with the swap, its matrix elements between Hartree products of two orbitals
are unchanged when the orbitals are exchanged on both sides. -/
theorem swap_elements {H : Matrix (n × n) (n × n) ℂ} (hH : Commute H swapOp) (i a : n → ℂ) :
    direct H a i = direct H i a ∧ exchange H a i = exchange H i a := by
  have key : ∀ φ ψ : n × n → ℂ,
      star (swapOp *ᵥ φ) ⬝ᵥ (H *ᵥ (swapOp *ᵥ ψ)) = star φ ⬝ᵥ (H *ᵥ ψ) := by
    intro φ ψ
    -- move the swap through H, then relabel the particles in the sum
    rw [Matrix.mulVec_mulVec, hH.eq, ← Matrix.mulVec_mulVec, swapOp_mulVec, swapOp_mulVec]
    exact Equiv.sum_comp (Equiv.prodComm n n) (fun p => star (φ p) * (H *ᵥ ψ) p)
  have h1 := key (hartree i a) (hartree i a)
  have h2 := key (hartree i a) (hartree a i)
  rw [swapOp_hartree] at h1 h2
  rw [swapOp_hartree] at h2
  exact ⟨h1, h2⟩
```

Overlaps factorise, because the double sum is a product of two sums:

⟨u⊗v|w⊗x⟩ = ⟨u|w⟩⟨v|x⟩.

```lean
omit [DecidableEq n] in
/-- The overlap of two Hartree products is the product of the orbital overlaps. -/
theorem hartree_overlap (u v w x : n → ℂ) :
    star (hartree u v) ⬝ᵥ hartree w x = (star u ⬝ᵥ w) * (star v ⬝ᵥ x) := by
  simp only [dotProduct, hartree, Pi.star_apply, star_mul', Fintype.sum_prod_type,
    Finset.sum_mul_sum]
  exact Finset.sum_congr rfl fun _ _ => Finset.sum_congr rfl fun _ _ => by ring
```

## The midpoint, without and with spin

The product i⊗a has norm 1 and energy D. The combinations i⊗a ± a⊗i have squared norm 2, since their cross overlaps vanish, and

⟨H⟩ = (D ± K ± K + D) / 2 = D ± K.

The average of D + K and D − K is D. In the proof, `simp only` expands the brackets and inserts the overlaps, and `ring` does the remaining arithmetic. Hermiticity is not used.

```lean
/-- For a swap-symmetric `H` and orthonormal orbitals, the Hartree product has an energy exactly
midway between the symmetric and the antisymmetric combination. -/
theorem product_midway {H : Matrix (n × n) (n × n) ℂ} (hH : Commute H swapOp)
    {i a : n → ℂ} (ho : OrthonormalPair i a) :
    energy H (hartree i a) =
      (energy H (hartree i a + hartree a i) + energy H (hartree i a - hartree a i)) / 2 := by
  obtain ⟨h1, h2⟩ := swap_elements hH i a
  obtain ⟨hi, ha, hia⟩ := ho
  have hai : star a ⬝ᵥ i = 0 := by rw [Matrix.star_dotProduct, hia, star_zero]
  unfold direct at h1
  unfold exchange at h2
  simp only [energy, star_add, star_sub, Matrix.mulVec_add, Matrix.mulVec_sub, add_dotProduct,
    sub_dotProduct, dotProduct_add, dotProduct_sub, h1, h2, hartree_overlap, hi, ha, hia, hai]
  ring
```

Now add spin. The mixed determinant has components i⊗a and −a⊗i with the different spin labels ↑↓ and ↓↑, which a spin-free H does not connect, so no cross term survives:

E(mixed) = (D + D)/2 = D.

Both singlet components equal i⊗a + a⊗i up to sign:

E(singlet) = (4D + 4K)/4 = D + K.

The parallel-spin triplet has the single component i⊗a − a⊗i:

E(triplet) = (2D − 2K)/2 = D − K.

The proof lists the four spin components and evaluates each in this way.

```lean
/-- For a swap-symmetric `H` and orthonormal orbitals, the mixed-spin determinant has the direct
energy, the singlet has direct plus exchange, and the parallel-spin triplet direct minus exchange. -/
theorem spin_energies {H : Matrix (n × n) (n × n) ℂ} (hH : Commute H swapOp)
    {i a : n → ℂ} (ho : OrthonormalPair i a) :
    spinEnergy H (slater i 0 a 1) = direct H i a ∧
    spinEnergy H (singlet i a) = direct H i a + exchange H i a ∧
    spinEnergy H (slater i 0 a 0) = direct H i a - exchange H i a := by
  obtain ⟨h1, h2⟩ := swap_elements hH i a
  obtain ⟨hi, ha, hia⟩ := ho
  have hai : star a ⬝ᵥ i = 0 := by rw [Matrix.star_dotProduct, hia, star_zero]
  unfold direct at h1 ⊢
  unfold exchange at h2 ⊢
  -- list the four spin components and expand each one
  refine ⟨?_, ?_, ?_⟩ <;>
  simp only [spinEnergy, singlet, slater, Fin.sum_univ_two, Pi.sub_apply, zero_ne_one,
    one_ne_zero, and_true, and_false, ↓reduceIte, sub_zero, zero_sub,
    star_sub, star_zero, Matrix.mulVec_sub, Matrix.mulVec_zero,
    sub_dotProduct, zero_dotProduct, dotProduct_sub,
    dotProduct_zero, h1, h2, hartree_overlap, hi, ha, hia, hai] <;>
  ring
```

Subtracting gives

E(mixed) − E(triplet) = K = (E(singlet) − E(triplet))/2.

Solved for the singlet, this reads E(singlet) = 2E(mixed) − E(triplet).

```lean
/-- For a swap-symmetric spin-free `H` and orthonormal orbitals, the mixed-spin determinant minus
the triplet gives half of the singlet-triplet splitting. -/
theorem mixed_determinant_half_splitting {H : Matrix (n × n) (n × n) ℂ}
    (hH : Commute H swapOp) {i a : n → ℂ} (ho : OrthonormalPair i a) :
    spinEnergy H (slater i 0 a 1) - spinEnergy H (slater i 0 a 0) =
      (spinEnergy H (singlet i a) - spinEnergy H (slater i 0 a 0)) / 2 := by
  obtain ⟨hm, hs, ht⟩ := spin_energies hH ho
  rw [hm, hs, ht]
  ring
```

## A real splitting, and an example

If H is also Hermitian, then K* = ⟨a⊗i|H|i⊗a⟩, and swap symmetry turns the right-hand side back into K. So K is real even for complex orbitals, and the full splitting is 2 Re K. Its sign is left open.

```lean
/-- For a Hermitian, swap-symmetric `H` and orthonormal orbitals, the singlet-triplet splitting
is real and equals twice the real part of the exchange term. -/
theorem splitting_eq_two_exchange {H : Matrix (n × n) (n × n) ℂ} (hherm : H.IsHermitian)
    (hH : Commute H swapOp) {i a : n → ℂ} (ho : OrthonormalPair i a) :
    spinEnergy H (singlet i a) - spinEnergy H (slater i 0 a 0) =
      ((2 * (exchange H i a).re : ℝ) : ℂ) := by
  obtain ⟨-, hs, ht⟩ := spin_energies hH ho
  -- Hermiticity and swap symmetry together make the exchange term real
  have hstar : star (exchange H i a) = exchange H i a := by
    have hadj : star (exchange H a i) = exchange H i a := by
      change star (star (hartree a i) ⬝ᵥ (H *ᵥ hartree i a)) = exchange H i a
      rw [Matrix.star_dotProduct, star_star, Matrix.star_mulVec, hherm.eq,
        ← Matrix.dotProduct_mulVec]
      rfl
    rw [(swap_elements hH i a).2] at hadj
    exact hadj
  have hre : ((exchange H i a).re : ℂ) = exchange H i a := Complex.conj_eq_iff_re.mp hstar
  rw [hs, ht, Complex.ofReal_mul, hre]
  push_cast
  ring
```

For an example with a nonzero splitting, take two basis functions as i and a, and let H = P. Then P(a⊗i) = i⊗a, so K = 1 and the splitting is 2.

```lean
/-- With two basis orbitals and the swap operator itself as Hamiltonian, all hypotheses hold
and the singlet-triplet splitting is 2. -/
theorem splitting_witness :
    OrthonormalPair (![1, 0] : Fin 2 → ℂ) ![0, 1] ∧
    (swapOp : Matrix (Fin 2 × Fin 2) (Fin 2 × Fin 2) ℂ).IsHermitian ∧
    Commute (swapOp : Matrix (Fin 2 × Fin 2) (Fin 2 × Fin 2) ℂ) swapOp ∧
    spinEnergy swapOp (singlet (![1, 0] : Fin 2 → ℂ) ![0, 1]) -
      spinEnergy swapOp (slater (![1, 0] : Fin 2 → ℂ) 0 ![0, 1] 0) = 2 := by
  have ho : OrthonormalPair (![1, 0] : Fin 2 → ℂ) ![0, 1] := by
    simp [OrthonormalPair, dotProduct, Fin.sum_univ_two]
  refine ⟨ho, ?_, Commute.refl _, ?_⟩
  · ext p q
    have hpq : p = q.swap ↔ q = p.swap :=
      ⟨fun h => by rw [h, Prod.swap_swap], fun h => by rw [h, Prod.swap_swap]⟩
    simp only [Matrix.conjTranspose_apply, swapOp, Matrix.of_apply, hpq]
    split_ifs <;> simp
  · obtain ⟨-, hs, ht⟩ := spin_energies (Commute.refl swapOp) ho
    have hx : exchange swapOp (![1, 0] : Fin 2 → ℂ) ![0, 1] = 1 := by
      rw [exchange, swapOp_hartree, hartree_overlap, ho.1, ho.2.1, one_mul]
    rw [hs, ht, hx]
    ring

end

end ExchangeSplitting
```

```lean
#print axioms ExchangeSplitting.product_midway
-- 'ExchangeSplitting.product_midway' depends on axioms: [propext, Classical.choice, Quot.sound]
#print axioms ExchangeSplitting.mixed_determinant_half_splitting
-- 'ExchangeSplitting.mixed_determinant_half_splitting' depends on axioms: [propext, Classical.choice, Quot.sound]
#print axioms ExchangeSplitting.splitting_eq_two_exchange
-- 'ExchangeSplitting.splitting_eq_two_exchange' depends on axioms: [propext, Classical.choice, Quot.sound]
```
